# A half-infinite chiral chain with hoppings $0<t_0<t_1<\dots<t_r$ has exactly $r$ independent zero-energy edge modes

**Q:** I diagonalise a long two-sublattice chain, find a cluster of energies near zero, and must decide how many of those states belong to the left end. My hoppings increase with range up to a cutoff $r$, and I am told to assign $r$ states without computing anything. Why should I believe that?

**A:** Take the left end alone, as a half-infinite chain with cells $j=0,1,2,\dots$. Site $j$ of sublattice B couples to site $j+m$ of sublattice A with real strength $t_m$, for $0\le m\le r$. There are no other couplings and no on-site energies, so the Hamiltonian only connects A with B; this is what makes the chain chiral. A zero-energy state with amplitudes $a_j$ on A must satisfy
$$\sum_{m=0}^{r} t_m a_{j+m}=0,\qquad j\ge 0.$$
If $0<t_0<\dots<t_r$, every solution is normalisable, and the solutions form a space of dimension $r$.

**Q:** Show me by hand, preferably without finding roots of a polynomial.

**A:** Subtract the equation at $j$ from the one at $j+1$:
$$t_r a_{j+1+r}=t_0a_j+\sum_{m=0}^{r-1}(t_{m+1}-t_m)\,a_{j+m+1}.$$
The weights on the right are nonnegative and add up to $t_0+(t_r-t_0)=t_r$. So each new amplitude is a weighted average of the preceding $r+1$, and if $|a_j|\le C$ for $j\le r$, then $|a_j|\le C$ everywhere.

**Q:** Bounded is not normalisable.

**A:** Strict growth of the hoppings supplies the decay. Choose $\rho$ with $0<\rho<1$ and $t_m\le\rho\,t_{m+1}$ for all $m<r$; for $r\ge1$ the largest ratio $t_m/t_{m+1}$ will do. The rescaled amplitudes $a_j/\rho^j$ solve the same equation with hoppings $t_m\rho^m$, because
$$\sum_{m=0}^r t_m\rho^m\,\frac{a_{j+m}}{\rho^{j+m}}=\rho^{-j}\sum_{m=0}^r t_m a_{j+m}=0.$$
The new hoppings are still nondecreasing, since $t_m\rho^m\le t_{m+1}\rho^{m+1}$. The bound therefore applies to the rescaled amplitudes. With $C=\sum_{i=0}^{r}|a_i|/\rho^i$ it gives
$$|a_j|\le C\rho^j,\qquad \sum_j|a_j|^2\le \frac{C^2}{1-\rho^2}.$$
For the count, solve for the last amplitude: $a_{n+r}=-t_r^{-1}\sum_{i=0}^{r-1}t_i a_{n+i}$. The first $r$ amplitudes are free and fix all the others, so the dimension is $r$.

**Q:** Now the Lean version. What is the chain there?

**A:** Amplitudes are functions `ℕ → ℂ`, one value per cell, and `t : ℕ → ℝ` holds the hoppings, of which only `t 0` to `t r` are used. `hopToB` is the left-hand side of the zero-mode equation.

```lean
import Mathlib

open Finset

namespace MonotoneHoppingChain

noncomputable section

/-- Amplitude arriving on site `j` of sublattice B from the amplitudes `a` on sublattice A,
with real hoppings `t 0, ..., t r`. -/
def hopToB (t : ℕ → ℝ) (r : ℕ) (a : ℕ → ℂ) (j : ℕ) : ℂ :=
  ∑ m ∈ range (r + 1), (t m : ℂ) * a (j + m)
```

The reverse hopping uses the same real strengths, as Hermiticity requires. The condition `m ≤ j` removes bonds that would reach past the edge.

```lean
/-- Amplitude arriving on site `j` of sublattice A from the amplitudes `b` on sublattice B;
bonds that would reach beyond the edge are absent. -/
def hopToA (t : ℕ → ℝ) (r : ℕ) (b : ℕ → ℂ) (j : ℕ) : ℂ :=
  ∑ m ∈ range (r + 1), if m ≤ j then (t m : ℂ) * b (j - m) else 0

/-- The chiral Hamiltonian of the half-infinite chain, acting on pairs of amplitudes
(sublattice A, sublattice B). -/
def chainH (t : ℕ → ℝ) (r : ℕ) (ψ : (ℕ → ℂ) × (ℕ → ℂ)) : (ℕ → ℂ) × (ℕ → ℂ) :=
  (hopToA t r ψ.2, hopToB t r ψ.1)
```

**Q:** `chainH` acts on all sequences, even ones that no quantum state could have.

**A:** Yes, it is a plain map, with no Hilbert-space domain attached. Normalisability is imposed separately, as summability of `‖a j‖ ^ 2`, in the definition of the edge modes. The proofs inside that definition show that sums and complex multiples of edge modes are again edge modes.

```lean
/-- The space of edge modes: square-summable amplitudes on sublattice A that send no amplitude
to any site of sublattice B. -/
def edgeModes (t : ℕ → ℝ) (r : ℕ) : Submodule ℂ (ℕ → ℂ) where
  carrier := {a | (∀ j, hopToB t r a j = 0) ∧ Summable fun j => ‖a j‖ ^ 2}
  zero_mem' := by
    constructor
    · intro j
      simp [hopToB]
    · simp
  add_mem' := by
    rintro a b ⟨ha, ha2⟩ ⟨hb, hb2⟩
    constructor
    · intro j
      have h : hopToB t r (a + b) j = hopToB t r a j + hopToB t r b j := by
        simp only [hopToB, Pi.add_apply, mul_add, sum_add_distrib]
      rw [h, ha, hb, add_zero]
    · refine Summable.of_nonneg_of_le (fun j => by positivity) (fun j => ?_)
        ((ha2.add hb2).mul_left 2)
      exact (pow_le_pow_left₀ (norm_nonneg _) (norm_add_le (a j) (b j)) 2).trans
        (by nlinarith [sq_nonneg (‖a j‖ - ‖b j‖)])
  smul_mem' := by
    rintro c a ⟨ha, ha2⟩
    constructor
    · intro j
      have h : hopToB t r (c • a) j = c * hopToB t r a j := by
        simp only [hopToB, mul_sum, Pi.smul_apply, smul_eq_mul]
        exact sum_congr rfl fun _ _ => by ring
      rw [h, ha, mul_zero]
    · simpa only [Pi.smul_apply, smul_eq_mul, norm_mul, mul_pow] using ha2.mul_left (‖c‖ ^ 2)
```

**Q:** That space mentions only sublattice A. Could a zero-energy state also live on B?

**A:** Not if $t_0\neq0$. At the first A site the equation reads $t_0b_0=0$, where $b_j$ are the amplitudes on B. Once $b_0,\dots,b_{j-1}$ vanish, the next equation reads $t_0b_j=0$. The theorem below runs this as a strong induction from the edge, and concludes that the normalisable zero-energy states of the whole chain are exactly the edge modes with B empty.

```lean
/-- If the hopping `t 0` is nonzero, the normalisable zero-energy states of the chain are exactly
the edge modes on sublattice A with sublattice B empty. -/
theorem zero_energy_iff (t : ℕ → ℝ) (r : ℕ) (h0 : t 0 ≠ 0) (a b : ℕ → ℂ) :
    (chainH t r (a, b) = 0 ∧ (Summable fun j => ‖a j‖ ^ 2) ∧ Summable fun j => ‖b j‖ ^ 2) ↔
      a ∈ edgeModes t r ∧ b = 0 := by
  constructor
  · rintro ⟨h, ha, -⟩
    have hA : ∀ j, hopToA t r b j = 0 := fun j => congrFun (congrArg Prod.fst h) j
    have hB : ∀ j, hopToB t r a j = 0 := fun j => congrFun (congrArg Prod.snd h) j
    refine ⟨⟨hB, ha⟩, funext fun j => ?_⟩
    -- sublattice B is emptied site by site, starting from the edge
    induction j using Nat.strong_induction_on with
    | _ j ih =>
      have hj := hA j
      rw [hopToA, sum_range_succ', sum_eq_zero] at hj
      · simpa [h0] using hj
      · intro m _
        split_ifs with hm
        · rw [ih (j - (m + 1)) (by omega), Pi.zero_apply, mul_zero]
        · rfl
  · rintro ⟨⟨hB, ha⟩, rfl⟩
    refine ⟨Prod.ext (funext fun j => ?_) (funext hB), ha, by simp⟩
    simp [chainH, hopToA]
```

**Q:** Where is your averaging step?

**A:** `averaging` is the subtracted equation. Lean splits off the first term of one sum and the last term of the other, then subtracts.

```lean
/-- Subtracting the zero-mode equations of two neighbouring cells expresses `t r` times an amplitude
through the preceding `r + 1` ones, weighted by `t 0` and the increments of the hopping. -/
theorem averaging (t : ℕ → ℝ) (r : ℕ) (a : ℕ → ℂ) (ha : ∀ j, hopToB t r a j = 0) (j : ℕ) :
    (t r : ℂ) * a (j + 1 + r) =
      (t 0 : ℂ) * a j + ∑ m ∈ range r, ((t (m + 1) - t m : ℝ) : ℂ) * a (j + (m + 1)) := by
  have h0 : ∑ m ∈ range r, (t (m + 1) : ℂ) * a (j + (m + 1)) + (t 0 : ℂ) * a j = 0 := by
    have h := ha j
    rw [hopToB, sum_range_succ'] at h
    exact h
  have h1 := ha (j + 1)
  rw [hopToB, sum_range_succ] at h1
  have hs : ∑ m ∈ range r, ((t (m + 1) - t m : ℝ) : ℂ) * a (j + (m + 1)) =
      ∑ m ∈ range r, (t (m + 1) : ℂ) * a (j + (m + 1)) -
        ∑ m ∈ range r, (t m : ℂ) * a (j + 1 + m) := by
    rw [← sum_sub_distrib]
    refine sum_congr rfl fun m _ => ?_
    rw [show j + 1 + m = j + (m + 1) by omega, Complex.ofReal_sub, sub_mul]
  rw [hs]
  linear_combination h1 - h0
```

`maximum_principle` is a strong induction on the site `n`. Sites up to `r` are covered by the assumed bound. Any later site has the form `j + 1 + r`, where the triangle inequality and the telescoping sum of weights give the bound. Nondecreasing hoppings suffice here.

```lean
/-- Maximum principle: for positive, nondecreasing hoppings, a bound on the first `r + 1`
amplitudes of a zero-mode solution holds along the whole chain. -/
theorem maximum_principle (t : ℕ → ℝ) (r : ℕ) (h0 : 0 < t 0) (hmono : ∀ m < r, t m ≤ t (m + 1))
    (a : ℕ → ℂ) (ha : ∀ j, hopToB t r a j = 0) (C : ℝ) (hC : ∀ j ≤ r, ‖a j‖ ≤ C) (n : ℕ) :
    ‖a n‖ ≤ C := by
  have hpos : ∀ m ≤ r, 0 < t m := by
    intro m
    induction m with
    | zero => exact fun _ => h0
    | succ m ih => exact fun hm => (ih (by omega)).trans_le (hmono m (by omega))
  have htr := hpos r le_rfl
  induction n using Nat.strong_induction_on with
  | _ n ih =>
    by_cases hn : n ≤ r
    · exact hC n hn
    obtain ⟨j, rfl⟩ : ∃ j, n = j + 1 + r := ⟨n - 1 - r, by omega⟩
    refine le_of_mul_le_mul_left ?_ htr
    -- the weights are nonnegative and add up to `t r`
    calc t r * ‖a (j + 1 + r)‖ = ‖(t r : ℂ) * a (j + 1 + r)‖ := by
          rw [norm_mul, Complex.norm_real, Real.norm_of_nonneg htr.le]
      _ ≤ t 0 * C + ∑ m ∈ range r, (t (m + 1) - t m) * C := by
          rw [averaging t r a ha j]
          refine (norm_add_le _ _).trans (add_le_add ?_
            ((norm_sum_le _ _).trans (sum_le_sum fun m hm => ?_)))
          · rw [norm_mul, Complex.norm_real, Real.norm_of_nonneg h0.le]
            exact mul_le_mul_of_nonneg_left (ih j (by omega)) h0.le
          · have hm' := mem_range.mp hm
            have hd : 0 ≤ t (m + 1) - t m := sub_nonneg.mpr (hmono m hm')
            rw [norm_mul, Complex.norm_real, Real.norm_of_nonneg hd]
            exact mul_le_mul_of_nonneg_left (ih _ (by omega)) hd
      _ = t r * C := by
          rw [← sum_mul, sum_range_sub]
          ring
```

**Q:** And the decay?

**A:** `exponential_envelope` applies the maximum principle to the rescaled chain. `exists_ratio` then finds a common $\rho<1$ by induction on `r`, taking the larger of the old ratio and the new one at each step.

```lean
/-- Exponential envelope: if `t 0 > 0` and each hopping is at most `ρ > 0` times the next, then
a bound `C ρ ^ j` on the first `r + 1` amplitudes of a solution holds along the whole chain. -/
theorem exponential_envelope (t : ℕ → ℝ) (r : ℕ) (h0 : 0 < t 0) (ρ : ℝ) (hρ : 0 < ρ)
    (hratio : ∀ m < r, t m ≤ ρ * t (m + 1)) (a : ℕ → ℂ) (ha : ∀ j, hopToB t r a j = 0)
    (C : ℝ) (hC : ∀ j ≤ r, ‖a j‖ ≤ C * ρ ^ j) (n : ℕ) : ‖a n‖ ≤ C * ρ ^ n := by
  have hρc : (ρ : ℂ) ≠ 0 := Complex.ofReal_ne_zero.mpr hρ.ne'
  have hnorm : ∀ j, ‖a j / (ρ : ℂ) ^ j‖ = ‖a j‖ / ρ ^ j := fun j => by
    rw [norm_div, norm_pow, Complex.norm_real, Real.norm_of_nonneg hρ.le]
  -- the rescaled amplitudes solve the chain with hoppings `t m * ρ ^ m`
  have h := maximum_principle (fun m => t m * ρ ^ m) r (by simpa using h0)
    (fun m hm => by
      have h1 := mul_le_mul_of_nonneg_right (hratio m hm) (pow_nonneg hρ.le m)
      calc t m * ρ ^ m ≤ ρ * t (m + 1) * ρ ^ m := h1
        _ = t (m + 1) * ρ ^ (m + 1) := by ring)
    (fun j => a j / (ρ : ℂ) ^ j)
    (fun j => by
      have h2 : hopToB (fun m => t m * ρ ^ m) r (fun j => a j / (ρ : ℂ) ^ j) j =
          hopToB t r a j / (ρ : ℂ) ^ j := by
        simp only [hopToB, sum_div]
        refine sum_congr rfl fun m _ => ?_
        rw [Complex.ofReal_mul, Complex.ofReal_pow, pow_add]
        field_simp
      rw [h2, ha, zero_div])
    C (fun j hj => by
      rw [hnorm, div_le_iff₀ (pow_pos hρ j)]
      exact hC j hj) n
  rwa [hnorm, div_le_iff₀ (pow_pos hρ n)] at h

/-- Positive, strictly increasing hoppings have a common ratio bound `ρ < 1`. -/
theorem exists_ratio (t : ℕ → ℝ) (r : ℕ) (h0 : 0 < t 0) (hmono : ∀ m < r, t m < t (m + 1)) :
    ∃ ρ : ℝ, 0 < ρ ∧ ρ < 1 ∧ ∀ m < r, t m ≤ ρ * t (m + 1) := by
  have hpos : ∀ m ≤ r, 0 < t m := by
    intro m
    induction m with
    | zero => exact fun _ => h0
    | succ m ih => exact fun hm => (ih (by omega)).trans (hmono m (by omega))
  induction r with
  | zero => exact ⟨1 / 2, by norm_num, by norm_num, fun m hm => by omega⟩
  | succ r ih =>
    obtain ⟨ρ, h1, h2, h3⟩ := ih (fun m hm => hmono m (by omega)) (fun m hm => hpos m (by omega))
    have hp := hpos (r + 1) le_rfl
    refine ⟨max ρ (t r / t (r + 1)), lt_max_of_lt_left h1,
      max_lt h2 ((div_lt_one hp).mpr (hmono r (by omega))), fun m hm => ?_⟩
    rcases Nat.lt_succ_iff_lt_or_eq.mp hm with h | rfl
    · exact (h3 m h).trans
        (mul_le_mul_of_nonneg_right (le_max_left _ _) (hpos (m + 1) (by omega)).le)
    · exact (div_le_iff₀ hp).mp (le_max_right _ _)
```

**Q:** So the main theorem only assembles these?

**A:** It does that and adds the count. Its first part says that every solution is square summable. The edge modes therefore coincide with the full solution space of the linear recurrence `E`, and `E.toInit` identifies that space with the $r$ free initial amplitudes.

```lean
/-- For hoppings `0 < t 0 < ... < t r`, every complex solution of the zero-mode equation is
square summable, and the edge modes form a space of dimension `r`. -/
theorem monotone_hopping_edge_modes (t : ℕ → ℝ) (r : ℕ) (h0 : 0 < t 0)
    (hmono : ∀ m < r, t m < t (m + 1)) :
    (∀ a : ℕ → ℂ, (∀ j, hopToB t r a j = 0) → Summable fun j => ‖a j‖ ^ 2) ∧
      Module.finrank ℂ (edgeModes t r) = r := by
  obtain ⟨ρ, hρ, hρ1, hratio⟩ := exists_ratio t r h0 hmono
  have hsum : ∀ a : ℕ → ℂ, (∀ j, hopToB t r a j = 0) → Summable fun j => ‖a j‖ ^ 2 := by
    intro a ha
    have hb := exponential_envelope t r h0 ρ hρ hratio a ha
      (∑ i ∈ range (r + 1), ‖a i‖ / ρ ^ i) (fun j hj => by
        rw [← div_le_iff₀ (pow_pos hρ j)]
        exact single_le_sum (f := fun i => ‖a i‖ / ρ ^ i) (fun i _ => by positivity)
          (mem_range.mpr (by omega)))
    refine Summable.of_nonneg_of_le (fun j => by positivity)
      (fun j => pow_le_pow_left₀ (norm_nonneg _) (hb j) 2) ?_
    have hg := (summable_geometric_of_lt_one (sq_nonneg ρ)
      (by nlinarith : ρ ^ 2 < 1)).mul_left ((∑ i ∈ range (r + 1), ‖a i‖ / ρ ^ i) ^ 2)
    refine hg.congr fun j => ?_
    rw [mul_pow, ← pow_mul, ← pow_mul, mul_comm 2 j]
  refine ⟨hsum, ?_⟩
  have htr : (t r : ℂ) ≠ 0 := by
    have hp : ∀ m ≤ r, 0 < t m := by
      intro m
      induction m with
      | zero => exact fun _ => h0
      | succ m ih => exact fun hm => (ih (by omega)).trans (hmono m (by omega))
    exact Complex.ofReal_ne_zero.mpr (hp r le_rfl).ne'
  -- the zero-mode equation is a linear recurrence of order `r`
  let E : LinearRecurrence ℂ := ⟨r, fun i => -(t i : ℂ) / (t r : ℂ)⟩
  have hE : edgeModes t r = E.solSpace := by
    ext a
    have hiff : (∀ j, hopToB t r a j = 0) ↔
        ∀ n, a (n + r) = ∑ i : Fin r, -(t i : ℂ) / (t r : ℂ) * a (n + i) := by
      refine forall_congr' fun n => ?_
      have key : ∑ i : Fin r, -(t i : ℂ) / (t r : ℂ) * a (n + i) =
          (-∑ m ∈ range r, (t m : ℂ) * a (n + m)) / (t r : ℂ) := by
        rw [sum_range, ← sum_neg_distrib, sum_div]
        exact sum_congr rfl fun _ _ => by ring
      rw [key, eq_div_iff htr, hopToB, sum_range_succ]
      constructor <;> intro h <;> linear_combination h
    exact ⟨fun h => hiff.mp h.1, fun h => ⟨hiff.mpr h, hsum a (hiff.mpr h)⟩⟩
  rw [hE, LinearEquiv.finrank_eq E.toInit]
  exact Module.finrank_fin_fun ℂ
```

**Q:** Try the smallest cases on me.

**A:** For $r=0$ the equation is $t_0a_j=0$, so there is no edge mode. For $r=1$ this is the Su–Schrieffer–Heeger chain, with $t_0$ the intracell and $t_1$ the intercell hopping, often written $v$ and $w$. The condition is the familiar $v<w$, and the single mode, normalised, is
$$a_j=\sqrt{1-(t_0/t_1)^2}\,\left(-\frac{t_0}{t_1}\right)^{j}.$$

**Q:** You avoided polynomial roots. Do we learn anything about them?

**A:** Yes. If $z$ is a zero of $\sum_m t_m z^m$, then $a_j=z^j$ solves the zero-mode equation. Its square summability is the convergence of a geometric series in $|z|^2$, which forces $|z|<1$. This is the strict form of the Eneström–Kakeya theorem; coefficients that are merely nondecreasing allow zeros on the unit circle.

```lean
/-- Strict form of the Eneström–Kakeya theorem: for `0 < t 0 < ... < t r`, every complex zero of the
polynomial with coefficients `t m` lies strictly inside the unit circle. -/
theorem enestrom_kakeya (t : ℕ → ℝ) (r : ℕ) (h0 : 0 < t 0) (hmono : ∀ m < r, t m < t (m + 1))
    (z : ℂ) (hz : ∑ m ∈ range (r + 1), (t m : ℂ) * z ^ m = 0) : ‖z‖ < 1 := by
  have hs := (monotone_hopping_edge_modes t r h0 hmono).1 (fun j => z ^ j) (fun j => by
    have h : hopToB t r (fun j => z ^ j) j =
        z ^ j * ∑ m ∈ range (r + 1), (t m : ℂ) * z ^ m := by
      rw [hopToB, mul_sum]
      exact sum_congr rfl fun _ _ => by ring
    rw [h, hz, mul_zero])
  have hg : Summable fun j : ℕ => (‖z‖ ^ 2) ^ j := by
    refine hs.congr fun j => ?_
    rw [norm_pow, ← pow_mul, ← pow_mul, mul_comm]
  have h1 := summable_geometric_iff_norm_lt_one.mp hg
  rw [Real.norm_of_nonneg (sq_nonneg _)] at h1
  nlinarith [norm_nonneg z]
```

**Q:** What happens to the edge mode in that borderline case?

**A:** For $r=1$ and two equal hoppings, the alternating solution $a_j=(-1)^j$ has constant modulus and is not normalisable. So $0<t_0\le t_1$ is not enough for the main theorem. In this last theorem `w` denotes both hoppings, not just the intercell one.

```lean
/-- For two equal hoppings `w`, the alternating amplitudes solve the zero-mode equation but are
not square summable. -/
theorem equal_hoppings_not_summable (w : ℝ) :
    (∀ j, hopToB (fun _ => w) 1 (fun j => (-1) ^ j) j = 0) ∧
      ¬ Summable fun j : ℕ => ‖((-1 : ℂ)) ^ j‖ ^ 2 := by
  constructor
  · intro j
    rw [hopToB, sum_range_succ, sum_range_one]
    ring
  · simp [summable_const_iff]

end

end MonotoneHoppingChain
```

```lean
#print axioms MonotoneHoppingChain.zero_energy_iff
#print axioms MonotoneHoppingChain.enestrom_kakeya
#print axioms MonotoneHoppingChain.equal_hoppings_not_summable
```

```
'MonotoneHoppingChain.zero_energy_iff' depends on axioms: [propext, Classical.choice, Quot.sound]
'MonotoneHoppingChain.enestrom_kakeya' depends on axioms: [propext, Classical.choice, Quot.sound]
'MonotoneHoppingChain.equal_hoppings_not_summable' depends on axioms: [propext, Classical.choice, Quot.sound]
```

**Q:** Then what should still worry me about my actual chain?

**A:** Its other end. For $r\ge1$, a long sample made of whole cells has edge states there too, and the two sets can mix and move away from zero energy; the step from the half-infinite chain to your sample needs a separate estimate. The model is also special. Each B site couples only to A sites in its own cell or in cells further from the edge, so a chain with couplings in the other direction as well is not covered. The couplings must also strengthen with cell offset up to a sharp cutoff, whereas orbital overlaps usually weaken with distance. Within those limits, for a non-interacting, disorder-free chiral chain, the theorem tells you how many zero-energy states to expect at this edge: once the hoppings are known to be positive and increasing, the number is the cutoff $r$, whatever their exact values.
